# Lowering the angular momentum of a radial hydrogen solution from l+1 to l at the same energy

The theorem `lower_solution` concerns the reduced radial equation -u'' + l(l+1)u/r² - 2u/r = Eu on r > 0, the non-relativistic hydrogen problem with r in Bohr radii and E in rydbergs. It states that if w solves the equation with angular momentum l+1, then -w' - (l+1)w/r + w/(l+1) solves it with angular momentum l and the same E. Here l is a natural number and E any real number; no boundary condition or normalisation is imposed, and the zero function counts as a solution. With W = (l+1)/r - 1/(l+1), the proof writes the lowered function as L = -w' - Ww and takes its derivative from `hasDerivAt_lower` as WL + (E + 1/(l+1)²)w. It then differentiates this expression and uses `linear_combination` to show that the result is (l(l+1)/r² - 2/r - E)L, as the equation requires.

The first attempt, which Lean rejects:

```lean
import Mathlib

noncomputable section

namespace HydrogenRadialLadder

/-- The reduced radial hydrogen equation `-u'' + l(l+1)u/r² - 2u/r = E u` on `r > 0`,
for a twice differentiable radial function `u`. -/
def IsRadialSolution (l : ℕ) (E : ℝ) (u : ℝ → ℝ) : Prop :=
  ∀ r : ℝ, 0 < r → DifferentiableAt ℝ u r ∧ DifferentiableAt ℝ (deriv u) r ∧
    -deriv (deriv u) r + l * (l + 1) / r ^ 2 * u r - 2 / r * u r = E * u r

/-- The lowering operator `w ↦ -w' - (l+1)w/r + w/(l+1)`. -/
def lower (l : ℕ) (w : ℝ → ℝ) (r : ℝ) : ℝ :=
  -deriv w r - (l + 1) / r * w r + w r / (l + 1)

/-- The superpotential `W = (l+1)/r - 1/(l+1)`. -/
def superpotential (l : ℕ) (r : ℝ) : ℝ := (l + 1) / r - 1 / (l + 1)

private lemma lower_eq (l : ℕ) (w : ℝ → ℝ) (r : ℝ) :
    lower l w r = -deriv w r - superpotential l r * w r := by
  simp only [lower, superpotential]; ring

private lemma superpotential_sq (l : ℕ) (r : ℝ) :
    superpotential l r ^ 2 = ((l : ℝ) + 1) ^ 2 / r ^ 2 - 2 / r + 1 / ((l : ℝ) + 1) ^ 2 := by
  have key : ∀ a : ℝ, a ≠ 0 → (a / r - 1 / a) ^ 2 = a ^ 2 / r ^ 2 - 2 / r + 1 / a ^ 2 := by
    intro a ha
    have hc : a * (1 / a) = 1 := mul_one_div_cancel ha
    linear_combination (-2 / r) * hc
  exact key _ (by positivity)

private lemma hasDerivAt_superpotential (l : ℕ) {r : ℝ} (hr : 0 < r) :
    HasDerivAt (superpotential l) (-((l : ℝ) + 1) / r ^ 2) r := by
  have h := ((hasDerivAt_inv hr.ne').const_mul ((l : ℝ) + 1)).sub_const (1 / ((l : ℝ) + 1))
  have e : superpotential l = fun s => ((l : ℝ) + 1) * s⁻¹ - 1 / ((l : ℝ) + 1) := by
    funext s
    simp only [superpotential, div_eq_mul_inv]
  rw [e]
  exact h.congr_deriv (by ring)

private lemma solution_of_system {l : ℕ} {E : ℝ} {u : ℝ → ℝ} (v : ℝ → ℝ)
    (hu : ∀ r, 0 < r → HasDerivAt u (v r) r)
    (hv : ∀ r, 0 < r → HasDerivAt v ((l * (l + 1) / r ^ 2 - 2 / r - E) * u r) r) :
    IsRadialSolution l E u := by
  intro r hr
  have hd : HasDerivAt (deriv u) ((l * (l + 1) / r ^ 2 - 2 / r - E) * u r) r := by
    refine (hv r hr).congr_of_eventuallyEq ?_
    filter_upwards [Ioi_mem_nhds hr] with s hs using (hu s hs).deriv
  refine ⟨(hu r hr).differentiableAt, hd.differentiableAt, ?_⟩
  rw [hd.deriv]
  ring

/-- For a radial solution `w` with angular momentum `l+1`, the lowered function `v` obeys on `r > 0`
`v' = W v + (E + 1/(l+1)²) w`. -/
theorem hasDerivAt_lower {l : ℕ} {E : ℝ} {w : ℝ → ℝ} (h : IsRadialSolution (l + 1) E w)
    {r : ℝ} (hr : 0 < r) :
    HasDerivAt (lower l w)
      (superpotential l r * lower l w r + (E + 1 / ((l : ℝ) + 1) ^ 2) * w r) r := by
  obtain ⟨h1, h2, h3⟩ := h r hr
  push_cast at h3
  have k := h2.hasDerivAt.fun_neg.fun_sub
    ((hasDerivAt_superpotential l hr).fun_mul h1.hasDerivAt)
  rw [lower_eq l w r, funext (lower_eq l w)]
  refine k.congr_deriv ?_
  linear_combination h3 + w r * superpotential_sq l r

/-- The downward step: `lower l` takes solutions with angular momentum `l+1` to solutions
with angular momentum `l` and the same `E`. -/
theorem lower_solution {l : ℕ} {E : ℝ} {w : ℝ → ℝ} (h : IsRadialSolution (l + 1) E w) :
    IsRadialSolution l E (lower l w) := by
  refine solution_of_system (fun s => superpotential l s * lower l w s
    + (E + 1 / ((l : ℝ) + 1) ^ 2) * w s) (fun r hr => hasDerivAt_lower h hr) ?_
  intro r hr
  have k := ((hasDerivAt_superpotential l hr).fun_mul (hasDerivAt_lower h hr)).fun_add
    ((h r hr).1.hasDerivAt.const_mul (E + 1 / ((l : ℝ) + 1) ^ 2))
  refine k.congr_deriv ?_
  linear_combination lower l w r * superpotential_sq l r
    - (E + 1 / ((l : ℝ) + 1) ^ 2) * lower_eq l w r

end HydrogenRadialLadder
```

Messages:

```
Main.lean:77:2: error: ring failed, ring expressions not equal
l : ℕ
E : ℝ
w : ℝ → ℝ
h : IsRadialSolution (l + 1) E w
r : ℝ
hr : 0 < r
k :
  HasDerivAt (fun i => superpotential l i * lower l w i + (E + 1 / (↑l + 1) ^ 2) * w i)
    (-(↑l + 1) / r ^ 2 * lower l w r +
        superpotential l r * (superpotential l r * lower l w r + (E + 1 / (↑l + 1) ^ 2) * w r) +
      (E + 1 / (↑l + 1) ^ 2) * deriv w r)
    r
⊢ lower l w r * E * 2 + lower l w r * (1 + ↑l * 2 + ↑l ^ 2)⁻¹ * 2 + superpotential l r * E * w r * 2 +
          superpotential l r * (1 + ↑l * 2 + ↑l ^ 2)⁻¹ * w r * 2 +
        E * deriv w r * 2 +
      (1 + ↑l * 2 + ↑l ^ 2)⁻¹ * deriv w r * 2 =
    0
```

What went wrong. The error is a wrong sign in the last `linear_combination`. This tactic subtracts the given combination of equations, left side minus right side, from the goal and asks `ring1` to prove that what remains is zero.

Write c = E + 1/(l+1)². Once the `superpotential_sq` term has been used, the goal still needs c(L + w' + Ww) = 0. Left minus right in `lower_eq` is exactly L + w' + Ww, so that equation must enter with coefficient +c. The attempt gives it -c, which doubles the remainder instead of cancelling it: the expression in the message is 2c(L + w' + Ww), multiplied out.

That expression is in fact zero, by `lower_eq`, but `ring1` cannot see this, since it treats `lower l w r`, `superpotential l r` and `deriv w r` as unrelated atoms. Changing the minus to a plus makes the terms cancel identically.

As a diff, the version that Lean accepts:

```diff
@@ -76,5 +76,5 @@
   refine k.congr_deriv ?_
   linear_combination lower l w r * superpotential_sq l r
-    - (E + 1 / ((l : ℝ) + 1) ^ 2) * lower_eq l w r
+    + (E + 1 / ((l : ℝ) + 1) ^ 2) * lower_eq l w r
 
 end HydrogenRadialLadder
```
